# For a gapped lowest band of $H(k)=A+kB+k^2/(2m)$ with equal end slopes, the mean squared projected $k$-derivative is at most $1/(2mE_g)$

After computing the lowest band of a one-dimensional insulator on a $k$-mesh, I average $\|u'-\langle u,u'\rangle u\|^2$ over the zone to get the gauge-invariant part of the Wannier spread, and I compare the result with $1/(2mE_g)$. Here $\hbar=1$, $m$ is the electron mass, $u(k)$ is the normalised periodic part of the Bloch state, the prime is $d/dk$, and $E_g$ is the smallest direct gap between this band and the next.

The average passes, but single mesh points can fail. With a weak potential, two plane waves at the zone edge give $\|u'-\langle u,u'\rangle u\|^2\approx G^2/(4m^2E_g^2)$, where $G$ is the reciprocal lattice vector. That exceeds $1/(2mE_g)$ as soon as $E_g<G^2/(2m)$. How can the average obey a bound that its largest terms break?

## Band curvature accounts for the excess and integrates to zero

At a single $k$ the bound contains the band curvature $E''$, which is large and negative where the next band comes close and pushes this one down. Over an interval whose end slopes agree, $E''$ integrates to zero, and only the bare mass remains.

Write $v(k)=H'(k)=B+k/m$ for the velocity operator, with $A$ and $B$ Hermitian, and $w=u'-\langle u,u'\rangle u$ for the projected derivative, so that $\langle u,w\rangle=0$.

1. Differentiating $\langle u,u\rangle=1$ gives $2\,\mathrm{Re}\langle u,u'\rangle=0$.

2. Differentiating $E=\langle u,Hu\rangle$ and using $Hu=Eu$ gives
$$E'=2E\,\mathrm{Re}\langle u,u'\rangle+\langle u,vu\rangle=\langle u,vu\rangle .$$

3. Differentiating $Hu=Eu$ gives $vu+Hu'=E'u+Eu'$, hence $(H-E)u'=(E'-v)u$. Since $(H-E)u=0$, subtracting the component along $u$ changes nothing on the left:
$$(H-E)w=(E'-v)u .$$
This is the Sternheimer equation for the $k$-derivative.

4. Since $v'=1/m$, differentiating $E'=\langle u,vu\rangle$ gives $E''=1/m+2\,\mathrm{Re}\langle u',vu\rangle$. Because $\langle u,u'\rangle$ is imaginary and $\langle u,vu\rangle$ is real, $u'$ may be replaced by $w$ in the last term. Taking the inner product of step 3 with $w$ gives $\langle w,(H-E)w\rangle=-\langle w,vu\rangle$, so
$$E''=\frac1m-2\langle w,(H-E)w\rangle .$$

5. Integrate from $a$ to $b$ with $E'(a)=E'(b)$:
$$2m\int_a^b\langle w,(H-E)w\rangle\,dk=b-a .$$

6. The gap gives $E_g\|w\|^2\le\langle w,(H-E)w\rangle$ at each $k$. Integrating and inserting step 5,
$$\frac1{b-a}\int_a^b\|w\|^2\,dk\le\frac1{2mE_g}.$$

If you apply the gap to step 4 without integrating, you get $\|w\|^2\le(1/m-E'')/(2E_g)$. At the zone edge the two-plane-wave model gives $E''=1/m-G^2/(2m^2E_g)$, and this bound then holds with equality. That model is not formalised below.

## What the Lean theorem assumes about the crystal

The final theorem is `localization_bound`. Its states live in a complex inner product space `V`, and `A` and `B` are bounded linear operators on it. For a crystal with a local potential, `A` is the kinetic plus potential energy at $k=0$ and `B` is $p/m$, with $p$ the momentum. The letters `a` and `b` are the ends of the $k$-interval, not lattice constants.

- `blochH` and `velocity` are $H(k)$ and $v(k)$ acting on a state. `covDeriv (u k) (du k)` is $w$, and `excitation` is the real part of $\langle w,(H-E)w\rangle$. The inner product is conjugate-linear in its first argument.
- `IsBand` says that `A` and `B` are Hermitian and that `u` is a unit eigenvector on the closed interval, with continuous derivative `du`. Derivatives are taken within the interval, so they are one-sided at its ends. Differentiability of `E` is derived.
- `HasGap` requires $H(k)-E(k)$ to be at least `Eg` on every state orthogonal to `u k`. With `Eg` positive, as the theorem assumes, this makes `u` the lowest state at each $k$ and `Eg` a lower bound on the direct gap to the next band. An indirect gap doesn't enter.
- The hypothesis on `derivWithin E` says that the band velocities at `a` and `b` agree. Over a full Brillouin zone this follows from the periodicity of the band energy.

The step left to you is the passage from bounded operators to the continuum crystal, where momentum is unbounded. In a finite plane-wave basis `A` and `B` are matrices, but with a fixed set of plane waves the periodicity of $E$, and with it the equality of the end slopes, is in general only approximate. A nonlocal pseudopotential generally brings in a further $k$-dependence, and $H(k)$ then no longer has the assumed form.

The Souza–Wilkens–Martin inequality is usually stated for the polarization fluctuations of a correlated many-electron ground state; the theorem here treats one non-interacting band with one $k$-parameter. Within that restriction, it limits the zone average of $\|w\|^2$, but not $w$ at a single $k$. For a single filled band, density functional perturbation theory uses the same $w$ for the response to a uniform electric field.

```lean
import Mathlib

open Set

noncomputable section

namespace SouzaWilkensMartin

variable {V : Type*} [NormedAddCommGroup V] [InnerProductSpace ℂ V]

/-- The Hamiltonian `H(k) = A + k B + k²/(2m)` acting on a state, for `m ≠ 0`. -/
def blochH (A B : V →L[ℂ] V) (m k : ℝ) (x : V) : V :=
  A x + (k : ℂ) • B x + ((k ^ 2 / (2 * m) : ℝ) : ℂ) • x

/-- The velocity operator `B + k/m` acting on a state, for `m ≠ 0`. -/
def velocity (B : V →L[ℂ] V) (m k : ℝ) (x : V) : V :=
  B x + ((k / m : ℝ) : ℂ) • x

/-- The part `y - ⟨x,y⟩ x` of a state derivative `y`, for a state `x`. -/
def covDeriv (x y : V) : V := y - inner ℂ x y • x

/-- The quadratic form `⟨w, (H(k) - ε) w⟩` (real part), for `m ≠ 0`. -/
def excitation (A B : V →L[ℂ] V) (m k ε : ℝ) (w : V) : ℝ :=
  (inner ℂ w (blochH A B m k w - (ε : ℂ) • w)).re

/-- `u` is a continuously differentiable unit eigenvector of `H(k)` on `[a,b]`, with
derivative `du` and energy `E`, and `A`, `B` are Hermitian. -/
structure IsBand (A B : V →L[ℂ] V) (m a b : ℝ) (u du : ℝ → V) (E : ℝ → ℝ) : Prop where
  hermA : ∀ x y, inner ℂ (A x) y = inner ℂ x (A y)
  hermB : ∀ x y, inner ℂ (B x) y = inner ℂ x (B y)
  unit : ∀ k ∈ Icc a b, inner ℂ (u k) (u k) = (1 : ℂ)
  diff : ∀ k ∈ Icc a b, HasDerivWithinAt u (du k) (Icc a b) k
  cont : ContinuousOn du (Icc a b)
  eigen : ∀ k ∈ Icc a b, blochH A B m k (u k) = (E k : ℂ) • u k

/-- On `[a,b]`, `H(k) - E(k)` is at least `Eg` on states orthogonal to `u(k)`. -/
def HasGap (A B : V →L[ℂ] V) (m a b : ℝ) (u : ℝ → V) (E : ℝ → ℝ) (Eg : ℝ) : Prop :=
  ∀ k ∈ Icc a b, ∀ w, inner ℂ (u k) w = 0 → Eg * ‖w‖ ^ 2 ≤ excitation A B m k (E k) w

variable {A B : V →L[ℂ] V} {m a b k : ℝ} {u du : ℝ → V} {E : ℝ → ℝ}

/-- Product rule: the derivative of `H(k) u(k)` is `H u'` plus the velocity acting on `u`. -/
theorem hasDerivWithinAt_blochH {s : Set ℝ} {u' : V} (hu : HasDerivWithinAt u u' s k) :
    HasDerivWithinAt (fun q => blochH A B m q (u q))
      (blochH A B m k u' + velocity B m k (u k)) s k := by
  have hA : HasDerivWithinAt (fun q => A (u q)) (A u') s k :=
    (A.restrictScalars ℝ).hasFDerivAt.comp_hasDerivWithinAt k hu
  have hB : HasDerivWithinAt (fun q => B (u q)) (B u') s k :=
    (B.restrictScalars ℝ).hasFDerivAt.comp_hasDerivWithinAt k hu
  have hc : HasDerivWithinAt (fun q : ℝ => (q : ℂ)) ((1 : ℝ) : ℂ) s k :=
    (hasDerivAt_id k).ofReal_comp.hasDerivWithinAt
  have hq : HasDerivAt (fun q : ℝ => q ^ 2 / (2 * m)) (k / m) k :=
    ((hasDerivAt_pow 2 k).div_const (2 * m)).congr_deriv (by
      rw [show ((2 : ℕ) : ℝ) * k ^ (2 - 1) = 2 * k by norm_num,
        mul_div_mul_left _ _ two_ne_zero])
  have h : HasDerivWithinAt (fun q => blochH A B m q (u q)) _ s k :=
    (hA.add (hc.smul hB)).add (hq.ofReal_comp.hasDerivWithinAt.smul hu)
  exact h.congr_deriv (by simp only [blochH, velocity, Complex.ofReal_one]; module)

/-- Normalisation makes `⟨u,u'⟩` purely imaginary along a band on `[a,b]`, `a < b`. -/
theorem re_inner_deriv (hab : a < b) (h : IsBand A B m a b u du E) (hk : k ∈ Icc a b) :
    (inner ℂ (u k) (du k)).re = 0 := by
  have hU := uniqueDiffOn_Icc hab k hk
  have h1 := (h.diff k hk).inner ℂ (h.diff k hk)
  have h2 := (hasDerivWithinAt_const k (Icc a b) (1 : ℂ)).congr h.unit (h.unit k hk)
  have h3 := congrArg Complex.re ((h1.derivWithin hU).symm.trans (h2.derivWithin hU))
  rw [← inner_conj_symm (du k) (u k)] at h3
  simp only [Complex.add_re, Complex.conj_re, Complex.zero_re] at h3
  linarith

/-- Hellmann-Feynman theorem: the slope of a band on `[a,b]`, `a < b`, is the expectation
of the velocity. -/
theorem hellmann_feynman (hab : a < b) (h : IsBand A B m a b u du E) (hk : k ∈ Icc a b) :
    HasDerivWithinAt E (inner ℂ (u k) (velocity B m k (u k))).re (Icc a b) k := by
  have hs : ∀ x y, inner ℂ (blochH A B m k x) y = inner ℂ x (blochH A B m k y) := by
    intro x y
    simp only [blochH, inner_add_left, inner_add_right, inner_smul_left, inner_smul_right,
      Complex.conj_ofReal, h.hermA, h.hermB]
  have h1 := Complex.reCLM.hasFDerivAt.comp_hasDerivWithinAt k
    ((h.diff k hk).inner ℂ (hasDerivWithinAt_blochH (A := A) (B := B) (m := m) (h.diff k hk)))
  have he : ∀ q ∈ Icc a b, E q = (inner ℂ (u q) (blochH A B m q (u q))).re := fun q hq => by
    rw [h.eigen q hq, inner_smul_right, h.unit q hq, mul_one, Complex.ofReal_re]
  refine (h1.congr he (he k hk)).congr_deriv ?_
  change (inner ℂ (u k) (blochH A B m k (du k) + velocity B m k (u k)) +
    inner ℂ (du k) (blochH A B m k (u k))).re = _
  -- the terms with `u'` cancel by normalisation
  rw [inner_add_right, ← hs, h.eigen k hk, inner_smul_left, inner_smul_right,
    ← inner_conj_symm (du k) (u k)]
  simp only [Complex.add_re, Complex.conj_ofReal, Complex.re_ofReal_mul, Complex.conj_re,
    re_inner_deriv hab h hk]
  ring

/-- Sternheimer equation: `(H - E) w = (E' - H') u` for the projected derivative `w` of a
band state `u` on `[a,b]`, `a < b`. -/
theorem sternheimer (hab : a < b) (h : IsBand A B m a b u du E) (hk : k ∈ Icc a b) :
    blochH A B m k (covDeriv (u k) (du k)) - (E k : ℂ) • covDeriv (u k) (du k) =
      ((inner ℂ (u k) (velocity B m k (u k))).re : ℂ) • u k - velocity B m k (u k) := by
  have hU := uniqueDiffOn_Icc hab k hk
  have hE : HasDerivWithinAt (fun q => (E q : ℂ))
      ((inner ℂ (u k) (velocity B m k (u k))).re : ℂ) (Icc a b) k :=
    Complex.ofRealCLM.hasFDerivAt.comp_hasDerivWithinAt k (hellmann_feynman hab h hk)
  -- differentiate both sides of `H u = E u`
  have key := ((hasDerivWithinAt_blochH (h.diff k hk)).derivWithin hU).symm.trans
    (((hE.smul (h.diff k hk)).congr h.eigen (h.eigen k hk)).derivWithin hU)
  have hl : blochH A B m k (covDeriv (u k) (du k)) =
      blochH A B m k (du k) - inner ℂ (u k) (du k) • blochH A B m k (u k) := by
    simp only [blochH, covDeriv, map_sub, map_smul]; module
  rw [hl, h.eigen k hk, covDeriv]
  linear_combination (norm := module) key

/-- Effective-mass formula on `[a,b]`, `a < b`: `E'' = 1/m - 2 ⟨w,(H - E) w⟩`, with `E'`
written as the expectation of the velocity and `w` the projected derivative of `u`. -/
theorem band_curvature (hab : a < b) (h : IsBand A B m a b u du E) (hk : k ∈ Icc a b) :
    HasDerivWithinAt (fun q => (inner ℂ (u q) (velocity B m q (u q))).re)
      (1 / m - 2 * excitation A B m k (E k) (covDeriv (u k) (du k))) (Icc a b) k := by
  have hu := h.diff k hk
  have hn := h.unit k hk
  have hB : HasDerivWithinAt (fun q => B (u q)) (B (du k)) (Icc a b) k :=
    (B.restrictScalars ℝ).hasFDerivAt.comp_hasDerivWithinAt k hu
  have hv : HasDerivWithinAt (fun q => velocity B m q (u q))
      (velocity B m k (du k) + ((1 / m : ℝ) : ℂ) • u k) (Icc a b) k :=
    (hB.add (((hasDerivAt_id k).div_const m).ofReal_comp.hasDerivWithinAt.smul hu)).congr_deriv
      (by simp only [velocity, id_eq]; module)
  have hs : ∀ x y, inner ℂ (velocity B m k x) y = inner ℂ x (velocity B m k y) := by
    intro x y
    simp only [velocity, inner_add_left, inner_add_right, inner_smul_left, inner_smul_right,
      Complex.conj_ofReal, h.hermB]
  have him : (inner ℂ (u k) (velocity B m k (u k))).im = 0 :=
    Complex.conj_eq_iff_im.mp (by rw [inner_conj_symm, hs])
  have hwu : inner ℂ (covDeriv (u k) (du k)) (u k) = (0 : ℂ) := by
    rw [covDeriv, inner_sub_left, inner_smul_left, hn, inner_conj_symm, mul_one, sub_self]
  have hw : (inner ℂ (covDeriv (u k) (du k)) (velocity B m k (u k))).re =
      (inner ℂ (du k) (velocity B m k (u k))).re := by
    rw [covDeriv, inner_sub_left, inner_smul_left, Complex.sub_re, Complex.mul_re,
      Complex.conj_re, re_inner_deriv hab h hk, him]
    ring
  refine (Complex.reCLM.hasFDerivAt.comp_hasDerivWithinAt k (hu.inner ℂ hv)).congr_deriv ?_
  change (inner ℂ (u k) (velocity B m k (du k) + ((1 / m : ℝ) : ℂ) • u k) +
    inner ℂ (du k) (velocity B m k (u k))).re = _
  rw [excitation, sternheimer hab h hk, inner_sub_right, inner_smul_right, hwu, mul_zero,
    zero_sub, Complex.neg_re, hw, inner_add_right, inner_smul_right, hn, mul_one, ← hs,
    ← inner_conj_symm (velocity B m k (u k)) (du k)]
  simp only [Complex.add_re, Complex.conj_re, Complex.ofReal_re]
  ring

/-- Along a band on `[a,b]`, `a < b`, the projected derivative and its excitation form are
continuous in `k`. -/
theorem continuousOn_response (hab : a < b) (h : IsBand A B m a b u du E) :
    ContinuousOn (fun k => covDeriv (u k) (du k)) (Icc a b) ∧
    ContinuousOn (fun k => excitation A B m k (E k) (covDeriv (u k) (du k))) (Icc a b) := by
  have hu : ContinuousOn u (Icc a b) := fun k hk => (h.diff k hk).continuousWithinAt
  have hE : ContinuousOn E (Icc a b) :=
    fun k hk => (hellmann_feynman hab h hk).continuousWithinAt
  have hw : ContinuousOn (fun k => covDeriv (u k) (du k)) (Icc a b) :=
    h.cont.sub ((continuous_inner.comp_continuousOn (hu.prodMk h.cont)).smul hu)
  have hH : ContinuousOn (fun k => blochH A B m k (covDeriv (u k) (du k))) (Icc a b) :=
    ((A.continuous.comp_continuousOn hw).add
      (Complex.continuous_ofReal.continuousOn.smul (B.continuous.comp_continuousOn hw))).add
      ((Complex.continuous_ofReal.comp
        ((continuous_pow 2).div_const (2 * m))).continuousOn.smul hw)
  exact ⟨hw, Complex.continuous_re.comp_continuousOn (continuous_inner.comp_continuousOn
    (hw.prodMk (hH.sub ((Complex.continuous_ofReal.comp_continuousOn hE).smul hw))))⟩

/-- Sum rule: if `m ≠ 0` and the band has equal slopes at `a < b`, then
`2m ∫ ⟨w,(H - E) w⟩ dk = b - a` for the projected derivative `w` of `u`. -/
theorem sum_rule (hab : a < b) (hm : m ≠ 0) (h : IsBand A B m a b u du E)
    (hE : derivWithin E (Icc a b) a = derivWithin E (Icc a b) b) :
    2 * m * ∫ k in a..b, excitation A B m k (E k) (covDeriv (u k) (du k)) = b - a := by
  have ha := left_mem_Icc.2 hab.le
  have hb := right_mem_Icc.2 hab.le
  have hi := (continuousOn_response hab h).2.intervalIntegrable_of_Icc
    (μ := MeasureTheory.volume) hab.le
  rw [(hellmann_feynman hab h ha).derivWithin (uniqueDiffOn_Icc hab a ha),
    (hellmann_feynman hab h hb).derivWithin (uniqueDiffOn_Icc hab b hb)] at hE
  -- integrate the band curvature over the interval
  have hF := intervalIntegral.integral_eq_sub_of_hasDerivAt_of_le hab.le
    (fun k hk => (band_curvature hab h hk).continuousWithinAt)
    (fun k hk => (band_curvature hab h (Ioo_subset_Icc_self hk)).hasDerivAt
      (Icc_mem_nhds hk.1 hk.2)) (intervalIntegrable_const.sub (hi.const_mul 2))
  rw [intervalIntegral.integral_sub intervalIntegrable_const (hi.const_mul 2),
    intervalIntegral.integral_const, intervalIntegral.integral_const_mul, smul_eq_mul] at hF
  have h1 : m * (1 / m) = 1 := mul_one_div_cancel hm
  linear_combination (-m) * hF + (b - a) * h1 + m * hE

/-- Souza-Wilkens-Martin bound: for `m, Eg > 0`, a band with gap `Eg` and equal slopes at
`a < b` has average squared projected derivative at most `1/(2 m Eg)`. -/
theorem localization_bound {Eg : ℝ} (hab : a < b) (hm : 0 < m) (hg : 0 < Eg)
    (h : IsBand A B m a b u du E) (hgap : HasGap A B m a b u E Eg)
    (hE : derivWithin E (Icc a b) a = derivWithin E (Icc a b) b) :
    (∫ k in a..b, ‖covDeriv (u k) (du k)‖ ^ 2) / (b - a) ≤ 1 / (2 * m * Eg) := by
  obtain ⟨hw, hx⟩ := continuousOn_response hab h
  -- the projected derivative is orthogonal to `u`, so the gap bounds its excitation form
  have hmono := intervalIntegral.integral_mono_on (μ := MeasureTheory.volume) hab.le
    (((hw.norm.pow 2).intervalIntegrable_of_Icc hab.le).const_mul Eg)
    (hx.intervalIntegrable_of_Icc hab.le) (fun k hk => hgap k hk _ (by
      rw [covDeriv, inner_sub_right, inner_smul_right, h.unit k hk, mul_one, sub_self]))
  rw [intervalIntegral.integral_const_mul] at hmono
  simp only [Pi.pow_apply] at hmono
  have hsum := sum_rule hab hm.ne' h hE
  have h2 := mul_le_mul_of_nonneg_left hmono (by positivity : 0 ≤ 2 * m)
  rw [div_le_div_iff₀ (sub_pos.2 hab) (by positivity)]
  linarith

end SouzaWilkensMartin
```

```lean
#print axioms SouzaWilkensMartin.localization_bound
```

```
'SouzaWilkensMartin.localization_bound' depends on axioms: [propext, Classical.choice, Quot.sound]
```

## From the product rule to the integrated gap inequality

`hasDerivWithinAt_blochH` is the product rule $(Hu)'=Hu'+vu$. `re_inner_deriv` is step 1: it differentiates $\langle u,u\rangle$ and the constant 1, and equates the results because a derivative within an interval of positive length is unique.

`hellmann_feynman` is step 2. The local fact `hs` moves $H$ across the inner product, the eigenvalue equation turns it into $E$, and step 1 cancels the terms containing $u'$.

`sternheimer` is step 3. Its `key` equates the derivatives of the two sides of $Hu=Eu$, `hl` expands $Hw$ by linearity, and the closing `linear_combination` collects the vector terms.

`band_curvature` is step 4. It differentiates the expectation of the velocity, which needs only the first derivative of `u`. The fact `hwu` states $\langle w,u\rangle=0$, `him` states that $\langle u,vu\rangle$ is real, and `hw` uses that and step 1 to replace $u'$ by $w$. The Sternheimer equation then supplies the quadratic form.

`continuousOn_response` shows that $w$ and its quadratic form are continuous in $k$, which makes the integrands integrable. `sum_rule` is step 5: the fundamental theorem of calculus is applied to $E'$, and the last line combines the integrated curvature with the equal slopes. It needs $m\ne0$ but no gap.

In `localization_bound`, step 6, the orthogonality of $w$ to $u$ allows `HasGap` to be applied at each $k$, and `integral_mono_on` integrates the inequality. Multiplying by $2m$, inserting the sum rule and clearing the positive denominators gives the bound on the average.
